# For a potential bounded by v < σ, the kinetic preconditioner (T + σ)⁻¹ gives an energy-norm condition number of at most (σ + v)/(σ − v)

Let T and V be real symmetric matrices on a finite grid, with x·Tx ≥ 0 and |x·Vx| ≤ v x·x for every vector x, and let 0 ≤ v < σ. Then T + σ is invertible, every real eigenvalue of

P = (T + σ)⁻¹(T + V + σ)

lies in [1 − v/σ, 1 + v/σ], and the condition number of P in the norm √(x·(T + σ)x) is at most (σ + v)/(σ − v). The norm of T does not enter.

This bears on iterative solvers for linear systems with H + σ, H = T + V, in real-space electronic structure, for one particle in a fixed bounded potential and with T + σ inverted exactly. Refining the grid raises the largest kinetic energy but leaves the bound unchanged as long as the same v serves. The eigenvalues of P are not energies of H: Px = μx means (T + V + σ)x = μ(T + σ)x.

## A finite grid and real vectors

The type `n` labels the grid points, and a wavefunction is a vector `n → ℝ`. The overlap `x ⬝ᵥ y` is the plain sum over points; a uniform volume element would multiply both sides of each inequality alike. Complex Bloch phases and magnetic fields are not covered.

```lean
import Mathlib

open Matrix

namespace KineticPreconditioner

noncomputable section

variable {n : Type*} [Fintype n] [DecidableEq n]
```

The constant σ is an energy added to the diagonal. `shifted A σ` is A + σ, `preconditioned T V σ` is P, and `energyNorm T σ x` is √(x·(T + σ)x), written ‖x‖ below.

```lean
/-- The operator `A + σ`: a grid operator shifted by a constant energy. -/
def shifted (A : Matrix n n ℝ) (σ : ℝ) : Matrix n n ℝ := A + σ • (1 : Matrix n n ℝ)

/-- The preconditioned Hamiltonian `(T + σ)⁻¹ (T + V + σ)`, meant for invertible `T + σ`. -/
def preconditioned (T V : Matrix n n ℝ) (σ : ℝ) : Matrix n n ℝ :=
  (shifted T σ)⁻¹ * shifted (T + V) σ

/-- The energy norm `√(x · (T + σ) x)`, meant for a non-negative form `x · (T + σ) x`. -/
def energyNorm (T : Matrix n n ℝ) (σ : ℝ) (x : n → ℝ) : ℝ :=
  √(x ⬝ᵥ shifted T σ *ᵥ x)
```

The shift acts on matrix elements as expected:

x·(A + σ)y = x·Ay + σ x·y.

```lean
/-- The shift adds `σ` times the overlap to every matrix element. -/
theorem shifted_form (A : Matrix n n ℝ) (σ : ℝ) (x y : n → ℝ) :
    x ⬝ᵥ shifted A σ *ᵥ y = x ⬝ᵥ A *ᵥ y + σ * (x ⬝ᵥ y) := by
  simp [shifted, Matrix.add_mulVec, Matrix.smul_mulVec, dotProduct_add, dotProduct_smul]
```

On a finite grid T acts on every vector, and a square matrix without a kernel is invertible. In the continuum T is unbounded, and operator domains would have to be treated.

## Non-negative kinetic energy and a positive shift

The condition `hT` says that no state has negative kinetic energy, as for the usual finite-difference −½∇² with periodic or zero boundary values. The condition `hσ` lifts the zero modes of T, such as the constant function on a periodic grid. Together they give, for x ≠ 0,

x·(T + σ)x = x·Tx + σ x·x ≥ σ x·x > 0.

So (T + σ)x = 0 forces x = 0, and T + σ is invertible. The proof of `shifted_isUnit` runs this backwards: a zero determinant would supply a nonzero kernel vector, whose shifted energy would be both zero and positive.

```lean
/-- If the kinetic form is non-negative and `σ > 0`, then `T + σ` is invertible. -/
theorem shifted_isUnit {T : Matrix n n ℝ} {σ : ℝ} (hT : ∀ x, 0 ≤ x ⬝ᵥ T *ᵥ x)
    (hσ : 0 < σ) : IsUnit (shifted T σ) := by
  rw [Matrix.isUnit_iff_isUnit_det, isUnit_iff_ne_zero]
  intro h
  -- a singular matrix would have a kernel vector, of zero shifted energy
  obtain ⟨x, hx, h0⟩ := Matrix.exists_mulVec_eq_zero_iff.mpr h
  have hf := shifted_form T σ x x
  rw [h0, dotProduct_zero] at hf
  have hn : 0 ≤ x ⬝ᵥ x := Finset.sum_nonneg fun i _ => mul_self_nonneg (x i)
  have hp : 0 < x ⬝ᵥ x :=
    lt_of_le_of_ne hn fun h => hx (dotProduct_self_eq_zero.mp h.symm)
  linarith [hT x, mul_pos hσ hp]
```

The inverse in P is therefore a true inverse, and multiplying by T + σ removes it:

(T + σ)Px = (T + V + σ)x.

```lean
/-- For invertible `T + σ`, applying `T + σ` to the preconditioned Hamiltonian restores
`T + V + σ`. -/
theorem shifted_mulVec_preconditioned {T : Matrix n n ℝ} (V : Matrix n n ℝ) {σ : ℝ}
    (h : IsUnit (shifted T σ)) (x : n → ℝ) :
    shifted T σ *ᵥ (preconditioned T V σ *ᵥ x) = shifted (T + V) σ *ᵥ x := by
  have hd := (Matrix.isUnit_iff_isUnit_det _).mp h
  rw [preconditioned, Matrix.mulVec_mulVec, ← Matrix.mul_assoc,
    Matrix.mul_nonsing_inv _ hd, Matrix.one_mul]
```

Without either condition invertibility can fail. At σ = 0 a zero mode makes T singular, and if T has the eigenvalue −σ then T + σ is singular.

## A potential bounded by v

The number v in `hV` limits the potential energy of any normalised state. For a local potential, a diagonal V, the largest |V| on the grid will do. On a nonempty grid `hV` already implies v ≥ 0, which the theorems also list as `hv`.

By hand, σ x·x ≤ x·(T + σ)x gives

|x·Vx| ≤ v x·x ≤ (v/σ) x·(T + σ)x.

Adding x·(T + σ)x to x·Vx brackets the full form:

(1 − v/σ) x·(T + σ)x ≤ x·(T + V + σ)x ≤ (1 + v/σ) x·(T + σ)x.

In `form_bounds`, the step `key` is the second inequality of the first line, and `abs_le` splits the bound on V into its two signs.

```lean
/-- If the kinetic form is non-negative, `|x · V x| ≤ v x · x`, `v ≥ 0` and `σ > 0`, the form of
`T + V + σ` lies between `1 - v/σ` and `1 + v/σ` times that of `T + σ`. -/
theorem form_bounds {T V : Matrix n n ℝ} {σ v : ℝ} (hT : ∀ x, 0 ≤ x ⬝ᵥ T *ᵥ x)
    (hV : ∀ x, |x ⬝ᵥ V *ᵥ x| ≤ v * (x ⬝ᵥ x)) (hv : 0 ≤ v) (hσ : 0 < σ) (x : n → ℝ) :
    (1 - v / σ) * (x ⬝ᵥ shifted T σ *ᵥ x) ≤ x ⬝ᵥ shifted (T + V) σ *ᵥ x ∧
      x ⬝ᵥ shifted (T + V) σ *ᵥ x ≤ (1 + v / σ) * (x ⬝ᵥ shifted T σ *ᵥ x) := by
  have hA : x ⬝ᵥ shifted (T + V) σ *ᵥ x = x ⬝ᵥ shifted T σ *ᵥ x + x ⬝ᵥ V *ᵥ x := by
    rw [shifted_form, shifted_form, Matrix.add_mulVec, dotProduct_add]
    ring
  -- the potential is small relative to the shifted kinetic energy
  have key : v * (x ⬝ᵥ x) ≤ v / σ * (x ⬝ᵥ shifted T σ *ᵥ x) := by
    have h1 : v / σ * (σ * (x ⬝ᵥ x)) = v * (x ⬝ᵥ x) := by
      rw [← mul_assoc, div_mul_cancel₀ _ hσ.ne']
    rw [shifted_form, mul_add, h1]
    linarith [mul_nonneg (div_nonneg hv hσ.le) (hT x)]
  obtain ⟨h1, h2⟩ := abs_le.mp (hV x)
  rw [hA]
  constructor <;> linarith
```

Now let Px = μx with x ≠ 0. Taking the product of x with (T + V + σ)x = μ(T + σ)x gives

x·(T + V + σ)x = μ x·(T + σ)x.

Inserting this in the bracket and dividing by x·(T + σ)x > 0 leaves 1 − v/σ ≤ μ ≤ 1 + v/σ. The proof does the same, with `hM` as the positive divisor.

```lean
/-- If the kinetic form is non-negative, `|x · V x| ≤ v x · x`, `v ≥ 0` and `σ > 0`, every real
eigenvalue of `(T + σ)⁻¹ (T + V + σ)` lies in `[1 - v/σ, 1 + v/σ]`. -/
theorem eigenvalue_mem_Icc {T V : Matrix n n ℝ} {σ v μ : ℝ} {x : n → ℝ}
    (hT : ∀ x, 0 ≤ x ⬝ᵥ T *ᵥ x) (hV : ∀ x, |x ⬝ᵥ V *ᵥ x| ≤ v * (x ⬝ᵥ x))
    (hv : 0 ≤ v) (hσ : 0 < σ) (hx : x ≠ 0) (hμ : preconditioned T V σ *ᵥ x = μ • x) :
    μ ∈ Set.Icc (1 - v / σ) (1 + v / σ) := by
  have hn : 0 ≤ x ⬝ᵥ x := Finset.sum_nonneg fun i _ => mul_self_nonneg (x i)
  have hp : 0 < x ⬝ᵥ x :=
    lt_of_le_of_ne hn fun h => hx (dotProduct_self_eq_zero.mp h.symm)
  have hM : 0 < x ⬝ᵥ shifted T σ *ᵥ x := by
    rw [shifted_form]
    linarith [hT x, mul_pos hσ hp]
  -- the eigenvalue is a quotient of two quadratic forms
  have hA := shifted_mulVec_preconditioned V (shifted_isUnit hT hσ) x
  rw [hμ, Matrix.mulVec_smul] at hA
  obtain ⟨h1, h2⟩ := form_bounds hT hV hv hσ x
  rw [← hA, dotProduct_smul, smul_eq_mul] at h1 h2
  exact ⟨le_of_mul_le_mul_right h1 hM, le_of_mul_le_mul_right h2 hM⟩
```

This theorem needs neither symmetry nor v < σ, but it concerns only real eigenvalues with real eigenvectors. If v is chosen too small for the actual potential, the interval can fail: with T = 0 and V = w times the identity, the eigenvalue is 1 + w/σ, which lies outside when |w| > v.

## Symmetric T and V

Symmetry, `hTs` and `hVs`, is the real form of Hermiticity. It is needed for the condition number, where two different vectors meet in one form. For a symmetric B with non-negative form and any real t,

0 ≤ (x + ty)·B(x + ty) = x·Bx + 2t x·By + t² y·By.

A quadratic that is never negative has discriminant at most zero, so

(x·By)² ≤ (x·Bx)(y·By).

In Lean, `hc` is the symmetry x·By = y·Bx, and `discrim_le_zero` supplies the sign of the discriminant.

```lean
omit [DecidableEq n] in
/-- Cauchy–Schwarz inequality for the form of a symmetric positive semidefinite matrix. -/
theorem form_cauchy_schwarz {B : Matrix n n ℝ} (hS : B.IsSymm)
    (hB : ∀ x, 0 ≤ x ⬝ᵥ B *ᵥ x) (x y : n → ℝ) :
    (x ⬝ᵥ B *ᵥ y) ^ 2 ≤ (x ⬝ᵥ B *ᵥ x) * (y ⬝ᵥ B *ᵥ y) := by
  have hc : y ⬝ᵥ B *ᵥ x = x ⬝ᵥ B *ᵥ y := by
    rw [Matrix.dotProduct_mulVec, ← Matrix.mulVec_transpose, hS.eq, dotProduct_comm]
  -- the form along the line x + t y is a non-negative quadratic in t
  have h : discrim (y ⬝ᵥ B *ᵥ y) (2 * (x ⬝ᵥ B *ᵥ y)) (x ⬝ᵥ B *ᵥ x) ≤ 0 := by
    apply discrim_le_zero
    intro t
    have ht := hB (x + t • y)
    simp only [Matrix.mulVec_add, Matrix.mulVec_smul, dotProduct_add, add_dotProduct,
      smul_dotProduct, dotProduct_smul, smul_eq_mul, hc] at ht
    linarith
  unfold discrim at h
  linarith
```

Write M = T + σ, A = T + V + σ and y = Px, so that My = Ax. The lower bracket and Cauchy–Schwarz for M give

(1 − v/σ)² (x·Mx)² ≤ (x·Ax)² = (x·My)² ≤ (x·Mx)(y·My).

Dividing by x·Mx and taking roots gives (1 − v/σ)‖x‖ ≤ ‖Px‖. Cauchy–Schwarz for A and the upper bracket give

(y·My)² = (y·Ax)² ≤ (y·Ay)(x·Ax) ≤ (1 + v/σ)² (y·My)(x·Mx).

Dividing by y·My gives ‖Px‖ ≤ (1 + v/σ)‖x‖. If a divisor vanishes, the corresponding bound is immediate. In the proof, `c1` and `c2` are the two Cauchy–Schwarz inequalities, and each `rcases` separates the zero divisor from the positive one.

```lean
/-- For symmetric `T` and `V`, non-negative kinetic form, `|x · V x| ≤ v x · x` and `0 ≤ v < σ`,
the preconditioned Hamiltonian changes energy norms by factors between `1 - v/σ` and `1 + v/σ`. -/
theorem energyNorm_bounds {T V : Matrix n n ℝ} {σ v : ℝ} (hTs : T.IsSymm) (hVs : V.IsSymm)
    (hT : ∀ x, 0 ≤ x ⬝ᵥ T *ᵥ x) (hV : ∀ x, |x ⬝ᵥ V *ᵥ x| ≤ v * (x ⬝ᵥ x))
    (hv : 0 ≤ v) (hvσ : v < σ) (x : n → ℝ) :
    (1 - v / σ) * energyNorm T σ x ≤ energyNorm T σ (preconditioned T V σ *ᵥ x) ∧
      energyNorm T σ (preconditioned T V σ *ᵥ x) ≤ (1 + v / σ) * energyNorm T σ x := by
  have hσ : 0 < σ := lt_of_le_of_lt hv hvσ
  have he : 0 < 1 - v / σ := sub_pos.mpr ((div_lt_one hσ).mpr hvσ)
  have he' : 0 ≤ 1 + v / σ := by positivity
  have symm : ∀ A : Matrix n n ℝ, A.IsSymm → (shifted A σ).IsSymm := fun A hA => by
    rw [Matrix.IsSymm, shifted, Matrix.transpose_add, Matrix.transpose_smul,
      Matrix.transpose_one, hA.eq]
  have hM : ∀ z, 0 ≤ z ⬝ᵥ shifted T σ *ᵥ z := fun z => by
    have hz : 0 ≤ z ⬝ᵥ z := Finset.sum_nonneg fun i _ => mul_self_nonneg (z i)
    rw [shifted_form]
    linarith [hT z, mul_nonneg hσ.le hz]
  have hb := form_bounds hT hV hv hσ
  have hA : ∀ z, 0 ≤ z ⬝ᵥ shifted (T + V) σ *ᵥ z := fun z =>
    le_trans (mul_nonneg he.le (hM z)) (hb z).1
  have hy := shifted_mulVec_preconditioned V (shifted_isUnit hT hσ) x
  unfold energyNorm
  generalize preconditioned T V σ *ᵥ x = y at hy ⊢
  have c1 := form_cauchy_schwarz (symm T hTs) hM x y
  have c2 := form_cauchy_schwarz (symm (T + V) (hTs.add hVs)) hA y x
  rw [← hy] at c2
  have hx1 := (hb x).1
  have hx2 := (hb x).2
  have hy2 := (hb y).2
  rw [← hy] at hx1
  constructor
  · refine le_trans (le_abs_self _) (Real.abs_le_sqrt ?_)
    rw [mul_pow, Real.sq_sqrt (hM x)]
    rcases (hM x).eq_or_lt with h | h
    · rw [← h, mul_zero]
      exact hM y
    · have h2 := pow_le_pow_left₀ (mul_nonneg he.le (hM x)) hx1 2
      refine le_of_mul_le_mul_left ?_ h
      linarith
  · refine Real.sqrt_le_iff.mpr ⟨mul_nonneg he' (Real.sqrt_nonneg _), ?_⟩
    rw [mul_pow, Real.sq_sqrt (hM x)]
    rcases (hM y).eq_or_lt with h | h
    · rw [← h]
      exact mul_nonneg (sq_nonneg _) (hM x)
    · have h2 := mul_le_mul hy2 hx2 (hA x) (mul_nonneg he' (hM y))
      rw [← hy] at h2
      refine le_of_mul_le_mul_left ?_ h
      linarith
```

Without symmetry the norm bounds can fail. On three points take T = 0 and let V have the entries k and −k in the (0,1) and (1,0) positions and zeros elsewhere. Then x·Vx = 0, so v = 0 is allowed and the claimed condition number is 1. Yet P stretches the first basis vector by √(1 + k²/σ²) and leaves the third unchanged.

## A shift larger than the potential bound

The condition v < σ, `hvσ`, means that the shift exceeds the bound on the size of the potential energy, whether attractive or repulsive. It makes 1 − v/σ positive, so that T + V + σ has a non-negative form, as the second use of Cauchy–Schwarz requires. It also permits the final quotient

(1 + v/σ)/(1 − v/σ) = (σ + v)/(σ − v).

With κ for this number, any two vectors x and y satisfy

‖Px‖‖y‖ ≤ (1 + v/σ)‖x‖‖y‖ = κ‖x‖(1 − v/σ)‖y‖ ≤ κ‖x‖‖Py‖.

For nonzero vectors this says that the stretching factors ‖Px‖/‖x‖ and ‖Py‖/‖y‖ have a ratio of at most κ, which is the condition-number bound. The `calc` block follows this line, with `e` as the identity for κ.

```lean
/-- For symmetric `T` and `V`, non-negative kinetic form, `|x · V x| ≤ v x · x` and `0 ≤ v < σ`, the
condition number of `(T + σ)⁻¹ (T + V + σ)` in the energy norm is at most `(σ + v)/(σ - v)`: no two
nonzero vectors are stretched by factors with a larger ratio. -/
theorem condition_number_le {T V : Matrix n n ℝ} {σ v : ℝ} (hTs : T.IsSymm) (hVs : V.IsSymm)
    (hT : ∀ x, 0 ≤ x ⬝ᵥ T *ᵥ x) (hV : ∀ x, |x ⬝ᵥ V *ᵥ x| ≤ v * (x ⬝ᵥ x))
    (hv : 0 ≤ v) (hvσ : v < σ) (x y : n → ℝ) :
    energyNorm T σ (preconditioned T V σ *ᵥ x) * energyNorm T σ y ≤
      (σ + v) / (σ - v) *
        (energyNorm T σ x * energyNorm T σ (preconditioned T V σ *ᵥ y)) := by
  have hσ : 0 < σ := lt_of_le_of_lt hv hvσ
  have hd : 0 < σ - v := sub_pos.mpr hvσ
  have h1 := (energyNorm_bounds hTs hVs hT hV hv hvσ x).2
  have h2 := (energyNorm_bounds hTs hVs hT hV hv hvσ y).1
  have hx : 0 ≤ energyNorm T σ x := Real.sqrt_nonneg _
  have hy : 0 ≤ energyNorm T σ y := Real.sqrt_nonneg _
  have hk : 0 ≤ (σ + v) / (σ - v) := by positivity
  have e : 1 + v / σ = (σ + v) / (σ - v) * (1 - v / σ) := by
    have := hd.ne'
    field_simp
  calc _ ≤ (1 + v / σ) * energyNorm T σ x * energyNorm T σ y :=
        mul_le_mul_of_nonneg_right h1 hy
    _ = (σ + v) / (σ - v) * (energyNorm T σ x * ((1 - v / σ) * energyNorm T σ y)) := by
        rw [e]
        ring
    _ ≤ _ := mul_le_mul_of_nonneg_left (mul_le_mul_of_nonneg_left h2 hx) hk
```

At v = σ the lower end of the interval is zero, and P can be singular, as the model below shows.

## No upper limit on the kinetic energy

No hypothesis bounds T from above. The smallest case shows why none is needed. On one point with kinetic energy t ≥ 0 and potential w, |w| ≤ v,

P = 1 + w/(t + σ).

For w ≠ 0 a larger t moves P closer to 1; the deviation can reach v/σ only at t = 0, unless v = 0.

Three points suffice to reach both ends of the interval at any t ≥ 0. Take T = diag(0, 0, t) and V = diag(v, −v, 0). This T is an algebraic example that meets the hypotheses, not a discretised Laplacian, which would couple the points and for which the actual spread may be smaller. The first two points carry no kinetic energy, so P acts on them as (σ + v)/σ = 1 + v/σ and (σ − v)/σ = 1 − v/σ. For 0 ≤ v < σ this model meets all the hypotheses, and the ratio of these eigenvalues is exactly (σ + v)/(σ − v), so neither the interval nor the condition-number bound can be tightened in terms of v and σ alone.

The proof of `bounds_attained` multiplies each eigenvalue equation by the injective matrix T + σ, which removes the inverse, and compares the three components.

```lean
/-- For `σ > 0` and any kinetic energy `t ≥ 0`, the three-point model `T = diag(0, 0, t)`,
`V = diag(v, -v, 0)` has the eigenvalues `1 + v/σ` and `1 - v/σ` after preconditioning. -/
theorem bounds_attained {σ v t : ℝ} (hσ : 0 < σ) (ht : 0 ≤ t) :
    preconditioned (diagonal ![0, 0, t]) (diagonal ![v, -v, 0]) σ *ᵥ ![1, 0, 0] =
        (1 + v / σ) • ![1, 0, 0] ∧
      preconditioned (diagonal ![0, 0, t]) (diagonal ![v, -v, 0]) σ *ᵥ ![0, 1, 0] =
        (1 - v / σ) • ![0, 1, 0] := by
  have hT : ∀ x : Fin 3 → ℝ, 0 ≤ x ⬝ᵥ diagonal ![0, 0, t] *ᵥ x := fun x => by
    have h : x ⬝ᵥ diagonal ![0, 0, t] *ᵥ x = t * x 2 ^ 2 := by
      simp [dotProduct, Fin.sum_univ_three, Matrix.mulVec_diagonal]
      ring
    rw [h]
    positivity
  have hu := shifted_isUnit hT hσ
  -- T + σ is injective, so it suffices to compare after multiplying by it
  have inj := Matrix.mulVec_injective_iff_isUnit.mpr hu
  constructor
  · apply inj
    change shifted _ σ *ᵥ _ = shifted _ σ *ᵥ _
    rw [shifted_mulVec_preconditioned _ hu]
    ext i
    fin_cases i <;> simp [shifted, Matrix.add_mulVec, Matrix.smul_mulVec,
      Matrix.mulVec_diagonal]
    field_simp
    ring
  · apply inj
    change shifted _ σ *ᵥ _ = shifted _ σ *ᵥ _
    rw [shifted_mulVec_preconditioned _ hu]
    ext i
    fin_cases i <;> simp [shifted, Matrix.add_mulVec, Matrix.smul_mulVec,
      Matrix.mulVec_diagonal]
    field_simp
    ring

end

end KineticPreconditioner
```

```lean
#print axioms KineticPreconditioner.eigenvalue_mem_Icc
#print axioms KineticPreconditioner.condition_number_le
#print axioms KineticPreconditioner.bounds_attained
```

```
'KineticPreconditioner.eigenvalue_mem_Icc' depends on axioms: [propext, Classical.choice, Quot.sound]
'KineticPreconditioner.condition_number_le' depends on axioms: [propext, Classical.choice, Quot.sound]
'KineticPreconditioner.bounds_attained' depends on axioms: [propext, Classical.choice, Quot.sound]
```
